# Natural powers of z, averaged over a circular Gaussian in the plane, equal their value at its centre

To compute the overlap of a Gaussian carrying angular momentum at A with an s-type Gaussian at B, one merges the two exponentials into a single Gaussian at a point P between them and expands the polynomial prefactor about P. For Cartesian prefactors, positive even powers of the coordinates measured from P also survive the integration. They give rise to the terms with the factor 1/(2(a + b)) in the Obara–Saika recurrences, where a and b are the two exponents. In the two-dimensional model treated here, with prefactor (z − A)^l, only the value at P survives.

The plane is ℂ, with z = x + iy and area element d²z = dx dy. The real and imaginary parts of z^l are the planar solid harmonics r^l cos lφ and r^l sin lφ.

```lean
import Mathlib

open MeasureTheory Polynomial
open scoped ComplexConjugate

namespace PlanarSolidHarmonicGaussian

noncomputable section
```

The unnormalised s-type Gaussian with real exponent p and centre w is

g(p, w, z) = exp(−p|z − w|²).

In Lean, `‖z - w‖` is the modulus. The definition allows any real p; the theorems add p > 0 where they need it.

```lean
/-- The s-type Gaussian `exp (-p |z - w|²)` in the plane, with exponent `p` and centre `w`. -/
def gaussian (p : ℝ) (w z : ℂ) : ℝ := Real.exp (-p * ‖z - w‖ ^ 2)
```

## Moments about the centre

In polar coordinates, with t = r²,

∫ |z|^(2n) g(p, 0, z) d²z = 2π ∫₀^∞ r^(2n+1) exp(−pr²) dr = π ∫₀^∞ t^n exp(−pt) dt = π n!/p^(n+1).

The proof specialises Mathlib's Gamma-function formula for such integrals and rewrites Γ(n + 1) as n!.

```lean
/-- For `p > 0` the even radial moments of a Gaussian centred at the origin of the plane
are `π n! / p ^ (n + 1)`. -/
theorem radial_moment {p : ℝ} (hp : 0 < p) (n : ℕ) :
    ∫ z : ℂ, ‖z‖ ^ (2 * n) * gaussian p 0 z = Real.pi * n.factorial / p ^ (n + 1) := by
  have hq : (-2 : ℝ) < ((2 * n : ℕ) : ℝ) := by
    have : (0 : ℝ) ≤ ((2 * n : ℕ) : ℝ) := Nat.cast_nonneg _
    linarith
  have h := Complex.integral_rpow_mul_exp_neg_mul_rpow (one_le_two : (1 : ℝ) ≤ 2) hq hp
  have e1 : -(((2 * n : ℕ) : ℝ) + 2) / 2 = -((n + 1 : ℕ) : ℝ) := by push_cast; ring
  have e2 : (((2 * n : ℕ) : ℝ) + 2) / 2 = (n : ℝ) + 1 := by push_cast; ring
  rw [e1, e2, Real.rpow_neg hp.le, Real.Gamma_nat_eq_factorial] at h
  simp only [Real.rpow_natCast, Real.rpow_two] at h
  simp only [gaussian, sub_zero]
  rw [h]
  field_simp
```

Every power z^k is integrable against this Gaussian, because

∫ |z|^k g(p, 0, z) d²z = π p^(−(k+2)/2) Γ((k+2)/2) < ∞.

Mathlib assigns the value 0 to the integral of a non-integrable function, so the proof obtains integrability from the positivity of this value.

```lean
/-- For `p > 0` every power `z ^ k` times a Gaussian centred at the origin is integrable
over the plane. -/
theorem integrable_pow {p : ℝ} (hp : 0 < p) (k : ℕ) :
    Integrable (fun z : ℂ => z ^ k * (gaussian p 0 z : ℂ)) := by
  have hk : (0 : ℝ) ≤ (k : ℝ) := Nat.cast_nonneg _
  have h := Complex.integral_rpow_mul_exp_neg_mul_rpow (one_le_two : (1 : ℝ) ≤ 2)
    (by linarith : (-2 : ℝ) < (k : ℝ)) hp
  -- the absolute moment is nonzero, hence its integrand is integrable
  have hI : Integrable (fun z : ℂ => ‖z‖ ^ (k : ℝ) * Real.exp (-p * ‖z‖ ^ (2 : ℝ))) := by
    by_contra hn
    rw [integral_undef hn] at h
    refine absurd h (ne_of_lt ?_)
    have hG := Real.Gamma_pos_of_pos (by positivity : 0 < ((k : ℝ) + 2) / 2)
    positivity
  have hc : Continuous (fun z : ℂ => z ^ k * (gaussian p 0 z : ℂ)) := by
    unfold gaussian
    fun_prop
  refine hI.mono' hc.aestronglyMeasurable (Filter.Eventually.of_forall fun z => le_of_eq ?_)
  unfold gaussian
  rw [norm_mul, norm_pow, Complex.norm_real, Real.norm_of_nonneg (Real.exp_pos _).le,
    Real.rpow_natCast, Real.rpow_two, sub_zero]
```

For p > 0 and k ≠ 0, let c = exp(iπ/k), so that c^k = −1. The rotation z ↦ cz preserves both area and |z|, hence

I = ∫ z^k g(p, 0, z) d²z = ∫ (cz)^k g(p, 0, z) d²z = −I,

and I = 0. In the code, `h` is the change of variables and `h2` the reversal of sign. The Lean statement puts no condition on p: for p ≤ 0 the integrand is not integrable, and the integral is 0 only by Mathlib's convention.

```lean
/-- For `k ≠ 0` the integral of the solid harmonic `z ^ k` against `gaussian p 0` is zero. For
`p ≤ 0` the integrand is not integrable and the value is Mathlib's convention. -/
theorem integral_pow_centred (p : ℝ) {k : ℕ} (hk : k ≠ 0) :
    ∫ z : ℂ, z ^ k * (gaussian p 0 z : ℂ) = 0 := by
  -- rotation by the angle `π / k` reverses the sign of `z ^ k`
  let c : Circle := Circle.exp (Real.pi / k)
  have hc : (c : ℂ) ^ k = -1 := by
    have hk' : (k : ℂ) ≠ 0 := Nat.cast_ne_zero.mpr hk
    have harg : (k : ℂ) * (((Real.pi / k : ℝ) : ℂ) * Complex.I) = Real.pi * Complex.I := by
      push_cast
      field_simp
    rw [Circle.coe_exp, ← Complex.exp_nat_mul, harg, Complex.exp_pi_mul_I]
  have h := (rotation c).measurePreserving.integral_comp
    (rotation c).toHomeomorph.measurableEmbedding
    (fun z : ℂ => z ^ k * (gaussian p 0 z : ℂ))
  have h2 : ∀ z : ℂ, (rotation c z) ^ k * (gaussian p 0 (rotation c z) : ℂ)
      = -(z ^ k * (gaussian p 0 z : ℂ)) := by
    intro z
    have hn : gaussian p 0 (rotation c z) = gaussian p 0 z := by
      simp only [gaussian, sub_zero, LinearIsometryEquiv.norm_map]
    rw [hn, rotation_apply, mul_pow, hc]
    ring
  simp only [h2, integral_neg] at h
  linear_combination (-1 / 2 : ℂ) * h
```

For a polynomial q(z) = Σₙ aₙ zⁿ, linearity leaves only the constant term:

∫ q(z) g(p, 0, z) d²z = a₀ π/p = (π/p) q(0).

Lean proves this by induction over sums and monomials, carrying integrability along so that the integral of a sum can be split.

```lean
/-- For `p > 0` a complex polynomial times a Gaussian centred at the origin is integrable,
and its integral is `π / p` times the value of the polynomial at the origin. -/
theorem polynomial_centred {p : ℝ} (hp : 0 < p) (q : Polynomial ℂ) :
    Integrable (fun z : ℂ => q.eval z * (gaussian p 0 z : ℂ)) ∧
      ∫ z : ℂ, q.eval z * (gaussian p 0 z : ℂ) = (Real.pi / p : ℂ) * q.eval 0 := by
  refine Polynomial.induction_on' q ?_ ?_
  · rintro f g ⟨hf, ef⟩ ⟨hg, eg⟩
    simp only [eval_add, add_mul]
    exact ⟨hf.add hg, by rw [integral_add hf hg, ef, eg]; ring⟩
  · intro n a
    simp only [eval_monomial, mul_assoc]
    refine ⟨(integrable_pow hp n).const_mul a, ?_⟩
    rw [integral_const_mul]
    rcases eq_or_ne n 0 with rfl | hn
    · have h0 : ∫ z : ℂ, gaussian p 0 z = Real.pi / p := by
        simpa using radial_moment hp 0
      simp only [pow_zero, one_mul, mul_one]
      rw [integral_complex_ofReal, h0]
      push_cast
      ring
    · rw [integral_pow_centred p hn, zero_pow hn]
      simp
```

## Moving the Gaussian to w

Substitute u = z − w. Then q(u + w) is a polynomial in u whose constant term is q(w), so

∫ q(z) g(p, w, z) d²z = ∫ q(u + w) g(p, 0, u) d²u = (π/p) q(w).

The shifted polynomial is `q.comp (X + C w)`.

```lean
/-- For `p > 0` a complex polynomial in `z` times a Gaussian centred at `w` is integrable,
and its integral is `π / p` times the value of the polynomial at `w`. -/
theorem polynomial_displaced {p : ℝ} (hp : 0 < p) (w : ℂ) (q : Polynomial ℂ) :
    Integrable (fun z : ℂ => q.eval z * (gaussian p w z : ℂ)) ∧
      ∫ z : ℂ, q.eval z * (gaussian p w z : ℂ) = (Real.pi / p : ℂ) * q.eval w := by
  -- move the centre to the origin
  obtain ⟨hi, hv⟩ := polynomial_centred hp (q.comp (X + C w))
  have e : (fun z : ℂ => q.eval z * (gaussian p w z : ℂ)) =
      fun z => (q.comp (X + C w)).eval (z - w) * (gaussian p 0 (z - w) : ℂ) := by
    funext z
    simp only [gaussian, eval_comp, eval_add, eval_X, eval_C, sub_add_cancel, sub_zero]
  rw [e]
  refine ⟨hi.comp_sub_right w, ?_⟩
  exact (integral_sub_right_eq_self (fun z : ℂ =>
    (q.comp (X + C w)).eval z * (gaussian p 0 z : ℂ)) w).trans (hv.trans (by simp))
```

Taking q(z) = z^l gives, for p > 0, every complex w and every natural l, including l = 0,

∫ z^l exp(−p|z − w|²) d²z = (π/p) w^l.

Dividing by the Gaussian's own integral π/p gives the average, w^l.

```lean
/-- For `p > 0` the planar solid harmonic `z ^ l` integrated against a Gaussian centred
at `w` gives `(π / p) w ^ l`. -/
theorem solid_harmonic_integral {p : ℝ} (hp : 0 < p) (w : ℂ) (l : ℕ) :
    ∫ z : ℂ, z ^ l * (Real.exp (-p * ‖z - w‖ ^ 2) : ℂ) = (Real.pi / p : ℂ) * w ^ l := by
  have h := (polynomial_displaced hp w (X ^ l)).2
  simp only [eval_pow, eval_X, gaussian] at h
  exact_mod_cast h
```

The condition p > 0 says that the Gaussian decays. Without it the formula fails already for p = −1, w = 0, l = 0: the integral of exp(|z|²) diverges, while the right-hand side is −π.

The function |z|², which is not harmonic, behaves differently. With z = w + u,

|z|² = |u|² + 2 Re(w̄u) + |w|².

The three terms integrate to π/p², 0 and (π/p)|w|², so the average is |w|² + 1/p. The proof treats the last two terms as the real part of the polynomial 2w̄u + |w|² and applies `polynomial_centred`.

```lean
/-- For `p > 0` the function `|z|²` integrated against a Gaussian centred at `w` gives
`(π / p) (|w|² + 1 / p)`. -/
theorem norm_sq_integral {p : ℝ} (hp : 0 < p) (w : ℂ) :
    ∫ z : ℂ, ‖z‖ ^ 2 * gaussian p w z = Real.pi / p * (‖w‖ ^ 2 + 1 / p) := by
  -- about the centre, `|z|²` is `|u|²` plus the real part of an affine polynomial in `u`
  obtain ⟨hi, hv⟩ := polynomial_centred hp (C (2 * conj w) * X + C ((‖w‖ ^ 2 : ℝ) : ℂ))
  set f : Polynomial ℂ := C (2 * conj w) * X + C ((‖w‖ ^ 2 : ℝ) : ℂ) with hf
  have hm : ∫ z : ℂ, ‖z‖ ^ 2 * gaussian p 0 z = Real.pi / p ^ 2 := by
    simpa using radial_moment hp 1
  have him : Integrable (fun z : ℂ => ‖z‖ ^ 2 * gaussian p 0 z) := by
    by_contra hn
    rw [integral_undef hn] at hm
    exact absurd hm (ne_of_lt (by positivity))
  have e : (fun z : ℂ => ‖z‖ ^ 2 * gaussian p w z) = fun z =>
      ‖z - w‖ ^ 2 * gaussian p 0 (z - w)
        + Complex.reCLM (f.eval (z - w) * (gaussian p 0 (z - w) : ℂ)) := by
    funext z
    have hg : gaussian p w z = gaussian p 0 (z - w) := by simp only [gaussian, sub_zero]
    have hz : ‖z‖ ^ 2 = ‖z - w‖ ^ 2 + (f.eval (z - w)).re := by
      simp only [hf, eval_add, eval_mul, eval_C, eval_X, Complex.add_re, Complex.mul_re,
        Complex.mul_im, Complex.ofReal_re, Complex.conj_re, Complex.conj_im, Complex.re_ofNat,
        Complex.im_ofNat, Complex.sq_norm, Complex.normSq_apply, Complex.sub_re, Complex.sub_im]
      ring
    rw [Complex.reCLM_apply, Complex.re_mul_ofReal, hg, hz]
    ring
  have hr : ∫ z : ℂ, Complex.reCLM (f.eval z * (gaussian p 0 z : ℂ))
      = Real.pi / p * ‖w‖ ^ 2 := by
    rw [Complex.reCLM.integral_comp_comm hi, hv]
    have h0 : (Real.pi / p : ℂ) * f.eval 0 = ((Real.pi / p * ‖w‖ ^ 2 : ℝ) : ℂ) := by
      simp [hf]
    rw [h0, Complex.reCLM_apply, Complex.ofReal_re]
  rw [e]
  refine (integral_sub_right_eq_self (fun z : ℂ => ‖z‖ ^ 2 * gaussian p 0 z
    + Complex.reCLM (f.eval z * (gaussian p 0 z : ℂ))) w).trans ?_
  rw [integral_add him (Complex.reCLM.integrable_comp hi), hm, hr]
  field_simp
  ring
```

## The overlap of two centres

Let a, b > 0 and P = (aA + bB)/(a + b). Expanding gives

a|z − A|² + b|z − B|² = (a + b)|z|² − 2 Re(z̄(aA + bB)) + a|A|² + b|B|².

Completing the square leaves the constant

a|A|² + b|B|² − |aA + bB|²/(a + b) = ab|A − B|²/(a + b),

and therefore

g(a, A, z) g(b, B, z) = exp(−ab|A − B|²/(a + b)) g(a + b, P, z).

Lean checks the identity between exponents in real coordinates.

```lean
/-- Gaussian product rule in the plane: for `a, b > 0` the product of Gaussians at `A` and `B`
is a constant times one Gaussian at the weighted centre `(a A + b B) / (a + b)`. -/
theorem gaussian_product {a b : ℝ} (ha : 0 < a) (hb : 0 < b) (A B z : ℂ) :
    gaussian a A z * gaussian b B z = Real.exp (-(a * b / (a + b)) * ‖A - B‖ ^ 2) *
      gaussian (a + b) (((a / (a + b) : ℝ) : ℂ) * A + ((b / (a + b) : ℝ) : ℂ) * B) z := by
  have hab : a + b ≠ 0 := by positivity
  simp only [gaussian, ← Real.exp_add]
  congr 1
  simp only [Complex.sq_norm, Complex.normSq_apply, Complex.sub_re, Complex.sub_im,
    Complex.add_re, Complex.add_im, Complex.re_ofReal_mul, Complex.im_ofReal_mul]
  field_simp
  ring
```

Now apply the displaced formula to q(z) = (z − A)^l with exponent a + b. Since P − A = b(B − A)/(a + b),

∫ (z − A)^l g(a, A, z) g(b, B, z) d²z = exp(−ab|A − B|²/(a + b)) · π/(a + b) · (b(B − A)/(a + b))^l.

In the code, `hP` is the formula for P − A, and `gaussian_product` merges the exponentials. The theorem covers unnormalised functions in the plane with an s-type partner; three-dimensional solid harmonics and the recurrences themselves are not treated.

```lean
/-- For `a, b > 0` the overlap of the solid-harmonic Gaussian `(z - A) ^ l exp (-a |z - A|²)` with
an s-type Gaussian of exponent `b` at `B` is a single term: `(B - A) ^ l` times a positive factor
that depends on the centres only through `|A - B|`. -/
theorem two_centre_overlap {a b : ℝ} (ha : 0 < a) (hb : 0 < b) (A B : ℂ) (l : ℕ) :
    ∫ z : ℂ, (z - A) ^ l * ((gaussian a A z * gaussian b B z : ℝ) : ℂ) =
      (Real.exp (-(a * b / (a + b)) * ‖A - B‖ ^ 2) : ℂ) *
        ((Real.pi / (a + b : ℝ) : ℂ) * (((b / (a + b) : ℝ) : ℂ) * (B - A)) ^ l) := by
  have h := (polynomial_displaced (add_pos ha hb)
    (((a / (a + b) : ℝ) : ℂ) * A + ((b / (a + b) : ℝ) : ℂ) * B) ((X - C A) ^ l)).2
  simp only [eval_pow, eval_sub, eval_X, eval_C] at h
  -- the weighted centre seen from `A`
  have hw : ((a / (a + b) : ℝ) : ℂ) + ((b / (a + b) : ℝ) : ℂ) = 1 := by
    have hab : a + b ≠ 0 := by positivity
    rw [← Complex.ofReal_add, ← add_div, div_self hab, Complex.ofReal_one]
  have hP : ((a / (a + b) : ℝ) : ℂ) * A + ((b / (a + b) : ℝ) : ℂ) * B - A
      = ((b / (a + b) : ℝ) : ℂ) * (B - A) := by
    linear_combination A * hw
  rw [hP] at h
  rw [← h, ← integral_const_mul]
  congr 1
  funext z
  rw [gaussian_product ha hb, Complex.ofReal_mul]
  ring

end

end PlanarSolidHarmonicGaussian
```

```lean
#print axioms PlanarSolidHarmonicGaussian.polynomial_centred
#print axioms PlanarSolidHarmonicGaussian.solid_harmonic_integral
#print axioms PlanarSolidHarmonicGaussian.norm_sq_integral
#print axioms PlanarSolidHarmonicGaussian.two_centre_overlap
```

```
'PlanarSolidHarmonicGaussian.polynomial_centred' depends on axioms: [propext, Classical.choice, Quot.sound]
'PlanarSolidHarmonicGaussian.solid_harmonic_integral' depends on axioms: [propext, Classical.choice, Quot.sound]
'PlanarSolidHarmonicGaussian.norm_sq_integral' depends on axioms: [propext, Classical.choice, Quot.sound]
'PlanarSolidHarmonicGaussian.two_centre_overlap' depends on axioms: [propext, Classical.choice, Quot.sound]
```
